# The residual-corrected energy as the Rayleigh quotient of the corrected trial state

A finite plane-wave basis is split at a cutoff, and the Hamiltonian has blocks `A` below it, `D` above it, and `B` and its adjoint as the coupling. Let `u` be a normalised eigenvector of `A` with real eigenvalue `E`, let `D - E` be positive definite, and put r = B\*u and w = (D − E)⁻¹r. The theorem `rayleigh_trial` states that the trial state (u, −w), which need not be normalised, has Rayleigh quotient E − ⟨r, w⟩/(1 + ‖w‖²) in the full basis. The attempt inserts the known action of the Hamiltonian on this state, splits the inner products into their two blocks, takes real parts with `simp only`, then clears the denominator and leaves the algebra to `ring`.

As first written in Lean, the proof fails:

```lean
import Mathlib

open Matrix
open scoped ComplexOrder

namespace PlaneWaveResidualCorrection

noncomputable section

variable {k m n : Type*} [Fintype k] [DecidableEq k] [Fintype m]
  [Fintype n] [DecidableEq n]

/-- The Hamiltonian in the full basis: `A` acts below the cutoff, `D` above it, and `B`
couples the two sets of plane waves. -/
def hamiltonian (A : Matrix m m ℂ) (B : Matrix m n ℂ) (D : Matrix n n ℂ) :
    Matrix (m ⊕ n) (m ⊕ n) ℂ := fromBlocks A B Bᴴ D

/-- The residual `r = B* u` of a low-cutoff state `u`. -/
def residual (B : Matrix m n ℂ) (u : m → ℂ) : n → ℂ := Bᴴ *ᵥ u

/-- The correction `w = (D - E)⁻¹ r`, for `D - E` invertible. -/
def correction (B : Matrix m n ℂ) (D : Matrix n n ℂ) (E : ℝ) (u : m → ℂ) : n → ℂ :=
  (D - (E : ℂ) • (1 : Matrix n n ℂ))⁻¹ *ᵥ residual B u

/-- The corrected trial state `(u, -w)` in the full basis, for `D - E` invertible. -/
def trial (B : Matrix m n ℂ) (D : Matrix n n ℂ) (E : ℝ) (u : m → ℂ) : m ⊕ n → ℂ :=
  Sum.elim u (-correction B D E u)

/-- The residual-corrected energy `E - ⟨r, w⟩ / (1 + ‖w‖²)`, for `D - E` invertible. -/
def correctedEnergy (B : Matrix m n ℂ) (D : Matrix n n ℂ) (E : ℝ) (u : m → ℂ) : ℝ :=
  E - (star (residual B u) ⬝ᵥ correction B D E u).re /
    (1 + (star (correction B D E u) ⬝ᵥ correction B D E u).re)

/-- The Rayleigh quotient `⟨v, H v⟩ / ⟨v, v⟩` of a Hermitian matrix, for nonzero `v`. -/
def rayleigh (H : Matrix k k ℂ) (v : k → ℂ) : ℝ :=
  (star v ⬝ᵥ H *ᵥ v).re / (star v ⬝ᵥ v).re

/-- For positive definite `D - E`, the correction solves the linear equation `(D - E) w = r`. -/
theorem correction_equation (B : Matrix m n ℂ) {D : Matrix n n ℂ} {E : ℝ}
    (hD : (D - (E : ℂ) • (1 : Matrix n n ℂ)).PosDef) (u : m → ℂ) :
    (D - (E : ℂ) • (1 : Matrix n n ℂ)) *ᵥ correction B D E u = residual B u := by
  unfold correction
  rw [mulVec_mulVec, mul_nonsing_inv _ ((isUnit_iff_isUnit_det _).mp hD.isUnit), one_mulVec]

/-- If `A u = E u` and `D - E` is positive definite, the full Hamiltonian maps the trial state `(u,
-w)` to `(E u - B w, -E w)`. -/
theorem hamiltonian_mulVec_trial {A : Matrix m m ℂ} (B : Matrix m n ℂ) {D : Matrix n n ℂ}
    {E : ℝ} {u : m → ℂ} (hA : A *ᵥ u = (E : ℂ) • u)
    (hD : (D - (E : ℂ) • (1 : Matrix n n ℂ)).PosDef) :
    hamiltonian A B D *ᵥ trial B D E u =
      Sum.elim ((E : ℂ) • u - B *ᵥ correction B D E u) (-((E : ℂ) • correction B D E u)) := by
  have hw := correction_equation B hD u
  rw [sub_mulVec, smul_mulVec, one_mulVec, sub_eq_iff_eq_add] at hw
  have h2 : Bᴴ *ᵥ u + -(D *ᵥ correction B D E u) = -((E : ℂ) • correction B D E u) := by
    rw [hw]
    change residual B u + _ = _
    abel
  unfold hamiltonian trial
  rw [fromBlocks_mulVec, Sum.elim_comp_inl, Sum.elim_comp_inr, mulVec_neg, mulVec_neg, hA, h2,
    ← sub_eq_add_neg]

/-- If `u` is normalised, `A u = E u` and `D - E` is positive definite, the Rayleigh quotient of
`(u, -w)` is the residual-corrected energy. -/
theorem rayleigh_trial {A : Matrix m m ℂ} (B : Matrix m n ℂ) {D : Matrix n n ℂ}
    {E : ℝ} {u : m → ℂ} (hA : A *ᵥ u = (E : ℂ) • u) (hu : star u ⬝ᵥ u = 1)
    (hD : (D - (E : ℂ) • (1 : Matrix n n ℂ)).PosDef) :
    rayleigh (hamiltonian A B D) (trial B D E u) = correctedEnergy B D E u := by
  have dot : ∀ (a c : m → ℂ) (b d : n → ℂ),
      star (Sum.elim a b) ⬝ᵥ Sum.elim c d = star a ⬝ᵥ c + star b ⬝ᵥ d := by
    intro a c b d
    simp [dotProduct, Fintype.sum_sum_type]
  have hB : star u ⬝ᵥ B *ᵥ correction B D E u
      = star (residual B u) ⬝ᵥ correction B D E u := by
    unfold residual
    rw [star_mulVec, conjTranspose_conjTranspose, Matrix.dotProduct_mulVec]
  have hN : 0 ≤ (star (correction B D E u) ⬝ᵥ correction B D E u).re :=
    (Complex.le_def.mp (dotProduct_star_self_nonneg (correction B D E u))).1
  have hne : 1 + (star (correction B D E u) ⬝ᵥ correction B D E u).re ≠ 0 := by linarith
  unfold rayleigh correctedEnergy
  rw [hamiltonian_mulVec_trial B hA hD]
  unfold trial
  rw [dot, dot, dotProduct_sub, hB]
  simp only [star_neg, neg_dotProduct, dotProduct_neg, neg_neg, dotProduct_smul, hu,
    smul_eq_mul, mul_one, Complex.add_re, Complex.sub_re, Complex.re_ofReal_mul,
    Complex.ofReal_re, Complex.one_re]
  rw [eq_sub_iff_add_eq, ← add_div, div_eq_iff hne]
  ring

end

end PlaneWaveResidualCorrection
```

Messages:

```
Try this:
  [apply] ring_nf
  
  The `ring` tactic failed to close the goal. Use `ring_nf` to obtain a normal form.
    
  Note that `ring` works primarily in *commutative* rings. If you have a noncommutative ring, abelian group or module, consider using `noncomm_ring`, `abel` or `module` instead.
Main.lean:67:78: error: unsolved goals
m : Type u_2
n : Type u_3
inst✝² : Fintype m
inst✝¹ : Fintype n
inst✝ : DecidableEq n
A : Matrix m m ℂ
B : Matrix m n ℂ
D : Matrix n n ℂ
E : ℝ
u : m → ℂ
hA : A *ᵥ u = ↑E • u
hu : star u ⬝ᵥ u = 1
hD : (D - ↑E • 1).PosDef
dot : ∀ (a c : m → ℂ) (b d : n → ℂ), star (a ⊕ᵥ b) ⬝ᵥ (c ⊕ᵥ d) = star a ⬝ᵥ c + star b ⬝ᵥ d
hB : star u ⬝ᵥ B *ᵥ correction B D E u = star (residual B u) ⬝ᵥ correction B D E u
hN : 0 ≤ (star (correction B D E u) ⬝ᵥ correction B D E u).re
hne : 1 + (star (correction B D E u) ⬝ᵥ correction B D E u).re ≠ 0
⊢ E + (↑E * star (correction B D E u) ⬝ᵥ correction B D E u).re =
    E + E * (star (correction B D E u) ⬝ᵥ correction B D E u).re
Main.lean:84:58: warning: This simp argument is unused:
  Complex.re_ofReal_mul

Hint: Omit it from the simp argument list.
  [apply] simp only [star_neg, neg_dotProduct, dotProduct_neg, neg_neg, dotProduct_smul, hu, smul_eq_mul, mul_one,
    Complex.add_re, Complex.sub_re, Complex.ofReal_re, Complex.one_re]

Note: This linter can be disabled with `set_option linter.unusedSimpArgs false`
```

Cause. The error shows what `ring` could not close: one side has the real part of the complex product E⟨w, w⟩, the other has E times the real part of ⟨w, w⟩. These are equal because `E` is real, but that is a fact about `Complex.re`, not a ring identity, so `ring` cannot supply it. The lemma that does, `Complex.re_ofReal_mul`, was in the `simp only` list, yet the warning says it was unused. The messages do not show why `simp only` failed to apply it.

The repair proves the missing equality separately as `hEw`, where `rw` applies `Complex.re_ofReal_mul` successfully, and then rewrites the main goal with it. Both sides now contain the same real number, the real part of ⟨w, w⟩, and `ring` closes the goal. The other two new facts, `hEu` for the term in `u` and `hneg` for the cancelling signs, take over steps that `simp only` had already managed. The new `rw` chain uses them, but they do not address the failure itself.

Fix (accepted with no message):

```diff
@@ -77,11 +77,18 @@
     (Complex.le_def.mp (dotProduct_star_self_nonneg (correction B D E u))).1
   have hne : 1 + (star (correction B D E u) ⬝ᵥ correction B D E u).re ≠ 0 := by linarith
+  have hEu : (star u ⬝ᵥ ((E : ℂ) • u)).re = E := by
+    rw [dotProduct_smul, hu, smul_eq_mul, mul_one, Complex.ofReal_re]
+  have hEw : (star (correction B D E u) ⬝ᵥ ((E : ℂ) • correction B D E u)).re
+      = E * (star (correction B D E u) ⬝ᵥ correction B D E u).re := by
+    rw [dotProduct_smul, smul_eq_mul, Complex.re_ofReal_mul]
+  have hneg : ∀ b : n → ℂ,
+      star (-correction B D E u) ⬝ᵥ (-b) = star (correction B D E u) ⬝ᵥ b := by
+    intro b
+    rw [star_neg, neg_dotProduct, dotProduct_neg, neg_neg]
   unfold rayleigh correctedEnergy
   rw [hamiltonian_mulVec_trial B hA hD]
   unfold trial
-  rw [dot, dot, dotProduct_sub, hB]
-  simp only [star_neg, neg_dotProduct, dotProduct_neg, neg_neg, dotProduct_smul, hu,
-    smul_eq_mul, mul_one, Complex.add_re, Complex.sub_re, Complex.re_ofReal_mul,
-    Complex.ofReal_re, Complex.one_re]
+  rw [dot, dot, dotProduct_sub, hB, hneg, hneg, Complex.add_re, Complex.add_re,
+    Complex.sub_re, hEu, hEw, hu, Complex.one_re]
   rw [eq_sub_iff_add_eq, ← add_div, div_eq_iff hne]
   ring
```
